# Real Gaussian fields for every real symmetric density interaction

For densities that are 0 or 1, the factor exp(−n·Vn/2) of a real symmetric interaction matrix V is an average over real Gaussian fields, up to a factor fixed by the particle number, once a uniform shift s is at least every eigenvalue of V. This condition on s is stated through eigenvectors: whenever V v = μ v with v ≠ 0, we require μ ≤ s. This needs no ordering of the spectrum and still makes sense for zero sites. For real symmetric V all eigenvalues are real, so the condition bounds the whole spectrum.

The setting is M sites or spin orbitals with densities n_i, each 0 or 1, particle number N = ∑ n_i, and a real matrix L that couples the densities to independent standard Gaussian fields x. If L Lᵀ = s − V, averaging over x gives

E[exp(x·Lᵀn)] = exp(sN/2 − n·Vn/2).

In auxiliary-field Monte Carlo this replaces a density interaction by one-body factors. Here it is shown for classical occupations n, with the time step absorbed into V and no operators or determinants. Real fields alone do not remove a fermion sign problem.

In the code, `ι` labels sites and `κ` labels fields. `weight L n` is the exponential being averaged, and `relVariance` is the mean squared deviation divided by the squared mean.

```lean
import Mathlib

open MeasureTheory ProbabilityTheory Matrix

namespace RealDensityFields

noncomputable section

variable {ι κ κ' : Type*} [Fintype ι] [DecidableEq ι] [Fintype κ] [Fintype κ']

/-- The average of `f` over independent standard Gaussian fields. -/
def fieldAverage (f : (κ → ℝ) → ℝ) : ℝ :=
  ∫ x, f x ∂(Measure.pi fun _ : κ => gaussianReal 0 1)

/-- The mean squared deviation of `f` divided by its squared mean, for `f` of nonzero mean. -/
def relVariance (f : (κ → ℝ) → ℝ) : ℝ :=
  fieldAverage (fun x => (f x - fieldAverage f) ^ 2) / fieldAverage f ^ 2

/-- The weight `exp(x · Lᵀ n)` of the densities `n` in the real fields `x`. -/
def weight (L : Matrix ι κ ℝ) (n : ι → ℝ) (x : κ → ℝ) : ℝ :=
  Real.exp (x ⬝ᵥ (Lᵀ *ᵥ n))

/-- Every site is empty or singly occupied. -/
def IsOccupation (n : ι → ℝ) : Prop := ∀ i, n i = 0 ∨ n i = 1

/-- The shift `s` is at least every real eigenvalue of `V`. -/
def BoundsSpectrum (V : Matrix ι ι ℝ) (s : ℝ) : Prop :=
  ∀ (μ : ℝ) (v : ι → ℝ), v ≠ 0 → V *ᵥ v = μ • v → μ ≤ s
```

## Independent standard Gaussian fields

Physically, each field is drawn independently with mean 0 and variance 1; `fieldAverage` builds this into its measure. By hand, for one field y and a real number t, completing the square gives

ty − y²/2 = t²/2 − (y − t)²/2,

so E[exp(ty)] = exp(t²/2). For a coupling vector b, independence turns the average into a product:

E[exp(x·b)] = ∏ exp(b_i²/2) = exp(b·b/2).

The proof takes the one-field formula from Mathlib's Gaussian moment generating function and factorises with `integral_fintype_prod_eq_prod`. With independent ±1 fields instead, the average would be ∏ cosh(b_i), which differs from exp(b·b/2) whenever b ≠ 0.

```lean
/-- The Gaussian average of `exp(x · b)` is `exp(b · b / 2)`. -/
theorem fieldAverage_exp (b : κ → ℝ) :
    fieldAverage (fun x => Real.exp (x ⬝ᵥ b)) = Real.exp (b ⬝ᵥ b / 2) := by
  have h1 (t : ℝ) : ∫ y, Real.exp (t * y) ∂(gaussianReal 0 1) = Real.exp (t ^ 2 / 2) := by
    have h := congrFun (mgf_id_gaussianReal (μ := 0) (v := 1)) t
    simpa only [mgf, id_eq, zero_mul, zero_add, NNReal.coe_one, one_mul] using h
  unfold fieldAverage
  -- independent fields: the average factorises
  calc _ = ∫ x : κ → ℝ, ∏ i, Real.exp (b i * x i)
          ∂(Measure.pi fun _ : κ => gaussianReal 0 1) := by
        congr 1
        ext x
        rw [← Real.exp_sum]
        simp only [dotProduct, mul_comm]
    _ = ∏ i, ∫ y, Real.exp (b i * y) ∂(gaussianReal 0 1) :=
        integral_fintype_prod_eq_prod (f := fun i y => Real.exp (b i * y))
    _ = _ := by
        simp only [h1]
        rw [← Real.exp_sum]
        simp only [dotProduct, Finset.sum_div, sq]
```

For the noise, write w = exp(x·b) and m = E[w]. Since w² = exp(x·2b), the same formula gives E[w²] = exp(2 b·b), while m² = exp(b·b). Hence

E[(w − m)²]/m² = (E[w²] − m²)/m² = exp(b·b) − 1.

In the proof, `a2` is the second moment and `hexp` expands the square. Integrability comes from the previous theorem: Lean assigns a non-integrable function the integral 0, but the average found there is positive.

```lean
/-- The relative variance of `exp(x · b)` over Gaussian fields is `exp(b · b) - 1`. -/
theorem relVariance_exp (b : κ → ℝ) :
    relVariance (fun x => Real.exp (x ⬝ᵥ b)) = Real.exp (b ⬝ᵥ b) - 1 := by
  have hint (c : κ → ℝ) : Integrable (fun x : κ → ℝ => Real.exp (x ⬝ᵥ c))
      (Measure.pi fun _ : κ => gaussianReal 0 1) := by
    by_contra h
    have h0 := fieldAverage_exp c
    unfold fieldAverage at h0
    rw [integral_undef h] at h0
    exact (Real.exp_pos _).ne h0
  unfold relVariance
  rw [fieldAverage_exp b]
  obtain ⟨m, hm⟩ : ∃ m, m = Real.exp (b ⬝ᵥ b / 2) := ⟨_, rfl⟩
  have hm0 : m ≠ 0 := by rw [hm]; exact (Real.exp_pos _).ne'
  have hm2 : m ^ 2 = Real.exp (b ⬝ᵥ b) := by
    rw [hm, sq, ← Real.exp_add, add_halves]
  have a1 : ∫ x : κ → ℝ, Real.exp (x ⬝ᵥ b)
      ∂(Measure.pi fun _ : κ => gaussianReal 0 1) = m := (fieldAverage_exp b).trans hm.symm
  -- the second moment is the average with doubled coupling
  have a2 : ∫ x : κ → ℝ, Real.exp (x ⬝ᵥ ((2 : ℝ) • b))
      ∂(Measure.pi fun _ : κ => gaussianReal 0 1)
      = Real.exp (b ⬝ᵥ b) * Real.exp (b ⬝ᵥ b) := by
    refine (fieldAverage_exp ((2 : ℝ) • b)).trans ?_
    rw [← Real.exp_add, dotProduct_smul, smul_dotProduct, smul_eq_mul, smul_eq_mul]
    congr 1
    ring
  have hexp : (fun x : κ → ℝ => (Real.exp (x ⬝ᵥ b) - m) ^ 2) = fun x =>
      Real.exp (x ⬝ᵥ ((2 : ℝ) • b)) - 2 * m * Real.exp (x ⬝ᵥ b) + m ^ 2 := by
    funext x
    rw [dotProduct_smul, smul_eq_mul, two_mul (x ⬝ᵥ b), Real.exp_add]
    ring
  have i3 : Integrable (fun x : κ → ℝ =>
      Real.exp (x ⬝ᵥ ((2 : ℝ) • b)) - 2 * m * Real.exp (x ⬝ᵥ b))
      (Measure.pi fun _ : κ => gaussianReal 0 1) :=
    (hint _).sub ((hint b).const_mul _)
  rw [← hm, hexp]
  unfold fieldAverage
  rw [integral_add i3 (integrable_const (m ^ 2)),
    integral_sub (hint _) ((hint b).const_mul (2 * m)), integral_const_mul, a1, a2]
  simp only [integral_const, probReal_univ, one_smul]
  rw [div_eq_iff (pow_ne_zero 2 hm0)]
  linear_combination (-Real.exp (b ⬝ᵥ b)) * hm2
```

## The factorisation L Lᵀ = s − V

This hypothesis says which interaction the fields encode. It enters by hand when b = Lᵀn is inserted:

b·b = (Lᵀn)·(Lᵀn) = n·L Lᵀn = n·(s − V)n.

`coupling_sq` is the middle equality, and rewriting with `hL` gives the last. Without the hypothesis, the fields still decouple something, namely the quadratic form of L Lᵀ. The two helper lemmas expand (s − V)v and show v·v > 0 for v ≠ 0.

```lean
omit [DecidableEq ι] in
/-- The squared length of the coupling vector `Lᵀ n` is the quadratic form of `L Lᵀ`. -/
theorem coupling_sq (L : Matrix ι κ ℝ) (n : ι → ℝ) :
    (Lᵀ *ᵥ n) ⬝ᵥ (Lᵀ *ᵥ n) = n ⬝ᵥ ((L * Lᵀ) *ᵥ n) := by
  rw [← Matrix.mulVec_mulVec, Matrix.dotProduct_mulVec n L, ← Matrix.mulVec_transpose]

private lemma shift_mulVec (V : Matrix ι ι ℝ) (s : ℝ) (v : ι → ℝ) :
    (s • (1 : Matrix ι ι ℝ) - V) *ᵥ v = s • v - V *ᵥ v := by
  rw [Matrix.sub_mulVec, Matrix.smul_mulVec, Matrix.one_mulVec]

omit [DecidableEq ι] in
private lemma self_pos {v : ι → ℝ} (hv : v ≠ 0) : 0 < v ⬝ᵥ v :=
  lt_of_le_of_ne (Finset.sum_nonneg fun i _ => mul_self_nonneg (v i))
    (Ne.symm (mt dotProduct_self_eq_zero.1 hv))
```

## The shift bounds the spectrum

Physically, the shift adds a one-body term large enough that the fields can stay real. Without the bound there is no real L, however many fields are allowed. Indeed, if V v = μ v and L exists, then

0 ≤ (Lᵀv)·(Lᵀv) = v·(s − V)v = (s − μ) v·v,

and v·v > 0 forces μ ≤ s. `boundsSpectrum_of_coupling` follows this line, assuming μ > s and reaching a contradiction.

```lean
/-- If `L Lᵀ = s - V` with `L` real, for any number of fields, then `s` is at least every
eigenvalue of `V`. -/
theorem boundsSpectrum_of_coupling {V : Matrix ι ι ℝ} {s : ℝ} {L : Matrix ι κ ℝ}
    (hL : L * Lᵀ = s • 1 - V) : BoundsSpectrum V s := by
  intro μ v hv h
  have q := coupling_sq L v
  rw [hL, shift_mulVec, h, ← sub_smul, dotProduct_smul, smul_eq_mul] at q
  have h0 : 0 ≤ (Lᵀ *ᵥ v) ⬝ᵥ (Lᵀ *ᵥ v) := Finset.sum_nonneg fun i _ => mul_self_nonneg _
  by_contra hc
  nlinarith [mul_pos (sub_pos.2 (not_le.1 hc)) (self_pos hv)]
```

In the other direction the bound produces L. Let u_j be an orthonormal eigenbasis of s − V with eigenvalues e_j. Then V u_j = (s − e_j)u_j, so s − e_j ≤ s and e_j ≥ 0. Let U have the columns u_j, let D be the diagonal matrix of the e_j, and set L = U√D. Then

L Lᵀ = U D Uᵀ = (s − V) U Uᵀ = s − V.

The proof names these steps `hpos` (e_j ≥ 0), `hUU` (UᵀU = 1) and `hAU` ((s − V)U = UD). The resulting L is square, so M fields suffice for M sites.

## V is symmetric

Symmetry means that site i acts on site j as j acts on i. By hand it supplies the orthonormal eigenbasis; in the proof it gives `hA`. Without it no L exists, because L Lᵀ is always symmetric. An energy n·Vn sees only the symmetric part of V, so V can be replaced by (V + Vᵀ)/2 before the shift is chosen.

```lean
/-- For symmetric `V` and a shift `s` at least every eigenvalue of `V`, a real square matrix `L`
with `L Lᵀ = s - V` exists. -/
theorem exists_coupling {V : Matrix ι ι ℝ} (hV : V.IsSymm) {s : ℝ}
    (hs : BoundsSpectrum V s) : ∃ L : Matrix ι ι ℝ, L * Lᵀ = s • 1 - V := by
  have hA : (s • (1 : Matrix ι ι ℝ) - V).IsHermitian := by
    rw [Matrix.IsHermitian, Matrix.conjTranspose_eq_transpose_of_trivial,
      Matrix.transpose_sub, Matrix.transpose_smul, Matrix.transpose_one, hV.eq]
  obtain ⟨b, e, hev⟩ : ∃ (b : OrthonormalBasis ι ℝ (EuclideanSpace ℝ ι)) (e : ι → ℝ),
      ∀ j, (s • (1 : Matrix ι ι ℝ) - V) *ᵥ (b j).ofLp = e j • (b j).ofLp :=
    ⟨hA.eigenvectorBasis, hA.eigenvalues, hA.mulVec_eigenvectorBasis⟩
  -- the eigenvalues of `s - V` are nonnegative
  have hpos (j : ι) : 0 ≤ e j := by
    have hne : (b j).ofLp ≠ 0 := by
      intro h
      apply b.orthonormal.ne_zero j
      ext i
      exact congrFun h i
    have h := hs (s - e j) _ hne (by
      have h := hev j
      rw [shift_mulVec] at h
      rw [sub_smul, ← h]
      exact (sub_sub_cancel _ _).symm)
    linarith
  obtain ⟨U, hU⟩ : ∃ U : Matrix ι ι ℝ, ∀ i j, U i j = (b j).ofLp i :=
    ⟨fun i j => (b j).ofLp i, fun _ _ => rfl⟩
  have hUU : Uᵀ * U = 1 := by
    ext i j
    have h := orthonormal_iff_ite.mp b.orthonormal i j
    rw [PiLp.inner_apply] at h
    rw [Matrix.one_apply, ← h, Matrix.mul_apply]
    refine Finset.sum_congr rfl fun k _ => ?_
    simp [hU, mul_comm]
  have hAU : (s • (1 : Matrix ι ι ℝ) - V) * U = U * Matrix.diagonal e := by
    ext i j
    rw [Matrix.mul_diagonal, hU, mul_comm _ (e j), Matrix.mul_apply]
    simp only [hU]
    exact congrFun (hev j) i
  have hd : (fun i => √(e i) * √(e i)) = e := funext fun i => Real.mul_self_sqrt (hpos i)
  -- scale each eigenvector by the square root of its eigenvalue
  refine ⟨U * Matrix.diagonal (fun i => √(e i)), ?_⟩
  rw [Matrix.transpose_mul, Matrix.diagonal_transpose, ← Matrix.mul_assoc,
    Matrix.mul_assoc U, Matrix.diagonal_mul_diagonal, hd, ← hAU, Matrix.mul_assoc,
    mul_eq_one_comm.1 hUU, Matrix.mul_one]
```

## Each site is empty or singly occupied

`IsOccupation` expresses exclusion: n_i is 0 or 1. Then n_i² = n_i, so n·n = N, and the shift contributes only the known factor exp(sN/2):

exp(n·(s − V)n/2) = exp(sN/2 − n·Vn/2).

In the proof this is `hN`. For a single site with n = 2, n·n = 4 while N = 2, so the formula for the mean fails for every s ≠ 0; what it needs there is n·n = N. The relative variance, exp(n·(s − V)n) − 1, holds for any real densities.

The main theorem combines existence of L with both formulas, for every real square L that satisfies the factorisation.

```lean
/-- For symmetric `V` and `s` at least every eigenvalue of `V`, a real square `L` with
`L Lᵀ = s - V` exists. For every such square `L` and all occupations `n` with sum `N`, the Gaussian
average of `weight L n` is `exp(sN/2 - n·Vn/2)` and its relative variance is `exp(n·(s-V)n) - 1`. -/
theorem real_field_decoupling {V : Matrix ι ι ℝ} (hV : V.IsSymm) {s : ℝ}
    (hs : BoundsSpectrum V s) :
    (∃ L : Matrix ι ι ℝ, L * Lᵀ = s • 1 - V) ∧
    ∀ L : Matrix ι ι ℝ, L * Lᵀ = s • 1 - V → ∀ n : ι → ℝ, IsOccupation n →
      fieldAverage (weight L n) = Real.exp (s * (∑ i, n i) / 2 - n ⬝ᵥ (V *ᵥ n) / 2) ∧
      relVariance (weight L n) = Real.exp (n ⬝ᵥ ((s • 1 - V) *ᵥ n)) - 1 := by
  refine ⟨exists_coupling hV hs, fun L hL n hn => ⟨?_, ?_⟩⟩
  · -- on occupations `n · n` is the particle number
    have hN : n ⬝ᵥ n = ∑ i, n i :=
      Finset.sum_congr rfl fun i _ => by rcases hn i with h | h <;> simp [h]
    refine (fieldAverage_exp (Lᵀ *ᵥ n)).trans ?_
    rw [coupling_sq, hL, shift_mulVec, dotProduct_sub, dotProduct_smul, smul_eq_mul, hN, sub_div]
  · exact (relVariance_exp (Lᵀ *ᵥ n)).trans (by rw [coupling_sq, hL])
```

## Choosing the shift at nonzero density

An admissible shift can be read off from the matrix elements. Let F = √(∑ V_ij²) be the Frobenius norm. If V v = μ v, Cauchy–Schwarz applied to each row gives

μ² v·v = |V v|² ≤ F² v·v,

hence μ ≤ F. With `exists_coupling`, every real symmetric V therefore has real fields, though F may be larger than necessary.

```lean
omit [DecidableEq ι] in
/-- The Frobenius norm of a real matrix `V` is at least every real eigenvalue of `V`. -/
theorem frobenius_boundsSpectrum (V : Matrix ι ι ℝ) :
    BoundsSpectrum V √(∑ i, ∑ j, V i j ^ 2) := by
  intro μ v hv h
  have key : μ ^ 2 * (v ⬝ᵥ v) ≤ (∑ i, ∑ j, V i j ^ 2) * (v ⬝ᵥ v) := by
    calc μ ^ 2 * (v ⬝ᵥ v) = ∑ i, (∑ j, V i j * v j) ^ 2 := by
          simp only [dotProduct, Finset.mul_sum]
          refine Finset.sum_congr rfl fun i _ => ?_
          have hi : ∑ j, V i j * v j = μ * v i := congrFun h i
          rw [hi]
          ring
      _ ≤ ∑ i, (∑ j, V i j ^ 2) * (∑ j, v j ^ 2) :=
          Finset.sum_le_sum fun i _ => Finset.sum_mul_sq_le_sq_mul_sq _ _ _
      _ = _ := by
          rw [Finset.sum_mul]
          simp only [dotProduct, sq]
  exact (le_abs_self μ).trans (Real.abs_le_sqrt (le_of_mul_le_mul_right key (self_pos hv)))
```

Excess shift costs noise. For s < s′ and fixed n, the exponents in the relative variance differ by

n·(s′ − V)n − n·(s − V)n = (s′ − s) n·n,

which is positive when n ≠ 0. `noise_increases` compares any two real factorisations, even with different numbers of fields. At n = 0 both weights equal 1 and neither has any variance. For M ≥ 1, the largest eigenvalue is thus the least noisy uniform shift at each nonzero n.

```lean
/-- For fixed densities `n ≠ 0`, a larger shift gives a strictly larger relative variance,
whichever real factorisations of `s - V` and `s' - V` are used. -/
theorem noise_increases {V : Matrix ι ι ℝ} {s s' : ℝ} (hss : s < s')
    {L : Matrix ι κ ℝ} {L' : Matrix ι κ' ℝ} (hL : L * Lᵀ = s • 1 - V)
    (hL' : L' * L'ᵀ = s' • 1 - V) {n : ι → ℝ} (hn : n ≠ 0) :
    relVariance (weight L n) < relVariance (weight L' n) := by
  have h1 : relVariance (weight L n) = _ := relVariance_exp (Lᵀ *ᵥ n)
  have h2 : relVariance (weight L' n) = _ := relVariance_exp (L'ᵀ *ᵥ n)
  rw [h1, h2, coupling_sq, coupling_sq, hL, hL', shift_mulVec, shift_mulVec]
  refine sub_lt_sub_right (Real.exp_lt_exp.2 ?_) 1
  simp only [dotProduct_sub, dotProduct_smul, smul_eq_mul]
  nlinarith [mul_pos (sub_pos.2 hss) (self_pos hn)]

end

end RealDensityFields
```

```lean
#print axioms RealDensityFields.boundsSpectrum_of_coupling
#print axioms RealDensityFields.real_field_decoupling
#print axioms RealDensityFields.frobenius_boundsSpectrum
#print axioms RealDensityFields.noise_increases
```

```
'RealDensityFields.boundsSpectrum_of_coupling' depends on axioms: [propext, Classical.choice, Quot.sound]
'RealDensityFields.real_field_decoupling' depends on axioms: [propext, Classical.choice, Quot.sound]
'RealDensityFields.frobenius_boundsSpectrum' depends on axioms: [propext, Classical.choice, Quot.sound]
'RealDensityFields.noise_increases' depends on axioms: [propext, Classical.choice, Quot.sound]
```

## Site-dependent shifts

The same argument by hand allows a different shift d_i on each site. Let Δ be the diagonal matrix of the d_i. If Δ − V is symmetric with no negative eigenvalue, a real L with L Lᵀ = Δ − V exists, and on occupations

E[exp(x·Lᵀn)] = exp(∑ d_i n_i/2 − n·Vn/2),

with relative variance exp(n·(Δ − V)n) − 1. The code treats only the uniform shift.
